# The first-order GIPAW magnetic term of nonlocal potentials, derived for finite matrices

If a magnetic field is coupled only to the kinetic energy in a calculation with nonlocal pseudopotentials, the first-order Hamiltonian is in general incomplete. A nonlocal potential does not commute with position, so in general it must be coupled to the field as well, and without that coupling a computed magnetic shielding can depend on where the molecule sits. In GIPAW, with the vector potential A = B × r/2, each atomic site R carries a nonlocal potential V_R dressed as exp(iθ_R) V_R exp(−iθ_R), where θ_R = r·(R × B)/(2c). For operators represented by finite complex matrices, the first-order term in the field of the sum of these dressed potentials is

(1/2c) Σ_R B·(R × v_R), with v_R = −i[r, V_R].

Here B is the uniform field, r the position operator, and c the speed of light in atomic units of Gaussian type, with ħ = 1.

## Operators, sites and phases

```lean
import Mathlib

open Matrix
open Complex (I)

namespace GIPAWShielding

noncomputable section

variable {n ι : Type*} [Fintype n] [DecidableEq n]
```

The type `n` labels the basis states, so an operator is a matrix of type `Matrix n n ℂ`. The type `ι` labels the sites. `I` is the imaginary unit.

```lean
/-- The scalar product `a · v` of a real vector with a vector of operators. -/
def dotOp (a : Fin 3 → ℝ) (v : Fin 3 → Matrix n n ℂ) : Matrix n n ℂ :=
  ∑ k, a k • v k
```

A real vector a has type `Fin 3 → ℝ`, with components numbered 0, 1, 2. A vector operator v is a triple of matrices. The definition reads

a·v = Σ_k a_k v_k,

where `•` multiplies a matrix by a number.

```lean
/-- The vector product `R × v` of a real vector with a vector of operators. -/
def crossOp (R : Fin 3 → ℝ) (v : Fin 3 → Matrix n n ℂ) : Fin 3 → Matrix n n ℂ :=
  ![R 1 • v 2 - R 2 • v 1, R 2 • v 0 - R 0 • v 2, R 0 • v 1 - R 1 • v 0]
```

This is the usual vector product R × v, with real numbers R_k and matrices v_k. Its component 0, for instance, is R_1 v_2 − R_2 v_1.

```lean
/-- The nonlocal velocity `v = -i [r, V]` of a potential `V`. -/
def velocity (r : Fin 3 → Matrix n n ℂ) (V : Matrix n n ℂ) : Fin 3 → Matrix n n ℂ :=
  fun k => (-I) • (r k * V - V * r k)
```

The velocity contributed by V has components v_k = −i(r_k V − V r_k). The three matrices r_k are arbitrary: they need not commute with each other or be Hermitian.

```lean
/-- The potential `V` dressed by a gauge phase, `exp(i t θ) V exp(-i t θ)`. -/
def gaugeTwist (θ V : Matrix n n ℂ) (t : ℝ) : Matrix n n ℂ :=
  NormedSpace.exp ((I * (t : ℂ)) • θ) * V * NormedSpace.exp (-((I * (t : ℂ)) • θ))
```

For a generator θ and a real number t, this is exp(itθ) V exp(−itθ). The physical generator is θ_R = r·(R × B)/(2c). It is linear in B, so t scales the strength of the field, and the derivative at t = 0 is the first-order term for the field direction and magnitude B.

```lean
/-- The first-order magnetic term `(1/2c) ∑ B · (R × v_R)` of the nonlocal potentials. -/
def magneticTerm (c : ℝ) (s : Finset ι) (pos : ι → Fin 3 → ℝ)
    (r : Fin 3 → Matrix n n ℂ) (V : ι → Matrix n n ℂ) (B : Fin 3 → ℝ) : Matrix n n ℂ :=
  (2 * c)⁻¹ • ∑ R ∈ s, dotOp B (crossOp (pos R) (velocity r (V R)))
```

This names the expected answer. The finite set `s` contains the sites, and `pos` gives each one its position in ℝ³. In the formulas below, R stands for both the label and the position.

## From the commutator to the vector product

```lean
omit [Fintype n] [DecidableEq n] in
/-- The triple product identity `B · (R × v) = -(R × B) · v` for a vector of operators `v`. -/
theorem dotOp_crossOp (B R : Fin 3 → ℝ) (v : Fin 3 → Matrix n n ℂ) :
    dotOp B (crossOp R v) = -dotOp (R ⨯₃ B) v := by
  simp only [dotOp, crossOp, Fin.sum_univ_three, cross_apply, Matrix.cons_val]
  module
```

The theorem states B·(R × v) = −(R × B)·v. Written out, the left side is

B_0(R_1 v_2 − R_2 v_1) + B_1(R_2 v_0 − R_0 v_2) + B_2(R_0 v_1 − R_1 v_0).

The coefficient of v_0 is B_1 R_2 − B_2 R_1 = −(R × B)_0, and the other two follow in the same way. No two operators are multiplied, so their order plays no part. In the proof, `simp` writes out the components and `module` compares the coefficients.

```lean
omit [DecidableEq n] in
/-- The commutator of `a · r` with a potential is `i` times `a · v`, where `v` is the velocity of
that potential. -/
theorem commutator_dotOp (a : Fin 3 → ℝ) (r : Fin 3 → Matrix n n ℂ) (V : Matrix n n ℂ) :
    dotOp a r * V - V * dotOp a r = I • dotOp a (velocity r V) := by
  have h : ∀ k, I • velocity r V k = r k * V - V * r k := by
    intro k
    rw [velocity, smul_smul]
    simp
  simp only [dotOp]
  rw [Finset.sum_mul, Finset.mul_sum, ← Finset.sum_sub_distrib, Finset.smul_sum]
  refine Finset.sum_congr rfl fun k _ => ?_
  rw [smul_comm I (a k), h, smul_sub, smul_mul_assoc, mul_smul_comm]
```

Since v_k = −i[r_k, V], multiplication by i gives i v_k = [r_k, V]. Therefore

[a·r, V] = Σ_k a_k [r_k, V] = i Σ_k a_k v_k = i a·v.

The auxiliary statement `h` is the first of these facts. The remaining lines move the sum through the commutator and compare term by term.

```lean
omit [DecidableEq n] in
/-- For `c ≠ 0` and one site with `2c θ = r · (R × B)`, the commutator `i [θ, V]` equals `B · (R ×
v) / (2c)`. -/
theorem commutator_gauge {c : ℝ} (hc : c ≠ 0) (R B : Fin 3 → ℝ)
    (r : Fin 3 → Matrix n n ℂ) (V θ : Matrix n n ℂ)
    (hθ : (2 * c) • θ = dotOp (R ⨯₃ B) r) :
    I • (θ * V - V * θ) = (2 * c)⁻¹ • dotOp B (crossOp R (velocity r V)) := by
  have h2 : 2 * c ≠ 0 := mul_ne_zero two_ne_zero hc
  have h : θ = (2 * c)⁻¹ • dotOp (R ⨯₃ B) r := by
    rw [← hθ, smul_smul, inv_mul_cancel₀ h2, one_smul]
  rw [h, smul_mul_assoc, mul_smul_comm, ← smul_sub, commutator_dotOp, dotOp_crossOp,
    smul_comm I (2 * c)⁻¹, smul_smul I I, Complex.I_mul_I, neg_one_smul]
```

The hypothesis `hθ` says 2cθ = (R × B)·r. Because c ≠ 0, one may divide by 2c, and then

i[θ, V] = (1/2c) i [(R × B)·r, V]
= (1/2c) i·i (R × B)·v
= −(1/2c) (R × B)·v
= (1/2c) B·(R × v).

The second line uses `commutator_dotOp` with a = R × B, and the last uses `dotOp_crossOp`. The chain of rewrites in Lean follows the same route.

## Hermiticity, shifted sites and a two-level example

```lean
omit [DecidableEq n] in
/-- If the position operators and the nonlocal potentials are Hermitian, so is the
first-order magnetic term. -/
theorem magneticTerm_isHermitian (c : ℝ) (s : Finset ι) (pos : ι → Fin 3 → ℝ)
    (r : Fin 3 → Matrix n n ℂ) (V : ι → Matrix n n ℂ) (B : Fin 3 → ℝ)
    (hr : ∀ k, (r k).IsHermitian) (hV : ∀ R ∈ s, (V R).IsHermitian) :
    (magneticTerm c s pos r V B).IsHermitian := by
  -- each velocity component is Hermitian
  have hv : ∀ R ∈ s, ∀ k, (velocity r (V R) k)ᴴ = velocity r (V R) k := by
    intro R hR k
    simp only [velocity, conjTranspose_smul, conjTranspose_sub, conjTranspose_mul,
      (hr k).eq, (hV R hR).eq, star_neg, Complex.star_def, Complex.conj_I]
    module
  unfold Matrix.IsHermitian magneticTerm
  rw [conjTranspose_smul, conjTranspose_sum, star_trivial]
  congr 1
  refine Finset.sum_congr rfl fun R hR => ?_
  rw [dotOp_crossOp, conjTranspose_neg, dotOp, conjTranspose_sum]
  congr 1
  refine Finset.sum_congr rfl fun k _ => ?_
  rw [conjTranspose_smul, star_trivial, hv R hR k]
```

A first-order Hamiltonian should be Hermitian, and this theorem confirms it when the r_k and the V_R are. By hand,

v_k† = i(V r_k − r_k V) = −i(r_k V − V r_k) = v_k.

The magnetic term is a combination of such components with real coefficients. The proof establishes the first statement as `hv` and then carries the conjugate transpose, written `ᴴ`, through the sums.

```lean
omit [DecidableEq n] in
/-- Shifting all sites by `d` at fixed operators adds `B · (d × v) / (2c)`, where `v` is the
velocity of the total nonlocal potential. -/
theorem magneticTerm_shift (c : ℝ) (s : Finset ι) (pos : ι → Fin 3 → ℝ)
    (r : Fin 3 → Matrix n n ℂ) (V : ι → Matrix n n ℂ) (B d : Fin 3 → ℝ) :
    magneticTerm c s (fun R => pos R + d) r V B = magneticTerm c s pos r V B
      + (2 * c)⁻¹ • dotOp B (crossOp d (velocity r (∑ R ∈ s, V R))) := by
  -- the velocity is additive in the potential
  have hv : ∀ k, velocity r (∑ R ∈ s, V R) k = ∑ R ∈ s, velocity r (V R) k := by
    intro k
    simp only [velocity]
    rw [Finset.mul_sum, Finset.sum_mul, ← Finset.sum_sub_distrib, Finset.smul_sum]
  have hd : dotOp B (crossOp d (velocity r (∑ R ∈ s, V R)))
      = ∑ R ∈ s, dotOp B (crossOp d (velocity r (V R))) := by
    simp only [dotOp_crossOp]
    simp only [dotOp, hv, Finset.smul_sum, Finset.sum_neg_distrib]
    rw [Finset.sum_comm]
  rw [hd, magneticTerm, magneticTerm, ← smul_add, ← Finset.sum_add_distrib]
  congr 1
  refine Finset.sum_congr rfl fun R _ => ?_
  simp only [dotOp, crossOp, Fin.sum_univ_three, Matrix.cons_val, Pi.add_apply]
  module
```

Replace every position R by R + d and keep the matrices fixed. Since (R + d) × v_R = R × v_R + d × v_R, the magnetic term gains

(1/2c) Σ_R B·(d × v_R) = (1/2c) B·(d × v), with v = −i[r, Σ_R V_R].

The equality holds because the velocity is linear in the potential, which is `hv` in the proof; `hd` transfers it to the whole triple product. A change of origin also adds a constant multiple of the identity to each r_k, but this drops out of the commutators and leaves every v_R unchanged. The term thus depends on the choice of origin in a definite way, governed by the total nonlocal velocity.

```lean
/-- A two-level instance with `c = 1`, position `σ_x` along the first axis and potential `σ_z`:
`θ = σ_x / 2` meets the generator relation, and `B · (R × v) = 2 σ_y`. -/
theorem gauge_generator_witness :
    ((2 * 1 : ℝ) • ((1 / 2 : ℝ) • (!![0, 1; 1, 0] : Matrix (Fin 2) (Fin 2) ℂ))
      = dotOp (![0, 1, 0] ⨯₃ ![0, 0, 1]) ![!![0, 1; 1, 0], 0, 0]) ∧
    dotOp ![0, 0, 1] (crossOp ![0, 1, 0]
      (velocity ![!![0, 1; 1, 0], 0, 0] (!![1, 0; 0, -1] : Matrix (Fin 2) (Fin 2) ℂ)))
      = !![0, -2 * I; 2 * I, 0] := by
  constructor
  · ext i j
    fin_cases i <;> fin_cases j <;> simp [dotOp, Fin.sum_univ_three, cross_apply]
  · ext i j
    fin_cases i <;> fin_cases j <;>
      simp [dotOp, crossOp, velocity, Fin.sum_univ_three]
    all_goals ring

attribute [local instance] Matrix.linftyOpNormedRing Matrix.linftyOpNormedAlgebra
```

Take c = 1, r = (σ_x, 0, 0), V = σ_z, R along axis 1 and B along axis 2, both of unit length. Then R × B points along axis 0, and θ = σ_x/2 satisfies 2cθ = (R × B)·r. The velocity component is

v_0 = −i[σ_x, σ_z] = −2σ_y,

so B·(R × v) = −v_0 = 2σ_y. After division by 2c = 2 the magnetic term is σ_y, which is not zero. Lean checks the two matrix equations entry by entry.

The `attribute` line at the end selects a norm on matrices, which the lemmas on the derivative of the exponential used below require. In finite dimension the choice does not affect their values.

## The derivative at zero field

```lean
/-- At every `t` the derivative of the dressed potential is the dressed commutator
`i [θ, V]`. -/
theorem hasDerivAt_gaugeTwist (θ V : Matrix n n ℂ) (t : ℝ) :
    HasDerivAt (gaugeTwist θ V) (gaugeTwist θ (I • (θ * V - V * θ)) t) t := by
  have : CompleteSpace (Matrix n n ℂ) := FiniteDimensional.complete ℂ _
  have e : ∀ u : ℝ, u • (I • θ) = (I * (u : ℂ)) • θ := by
    intro u
    ext i j
    simp only [Matrix.smul_apply, smul_eq_mul, Complex.real_smul]
    ring
  have alg : ∀ E F X : Matrix n n ℂ,
      E * X * V * F + E * V * (-X * F) = E * (X * V - V * X) * F := by
    intro E F X
    noncomm_ring
  have h1 : HasDerivAt (fun u : ℝ => NormedSpace.exp ((I * (u : ℂ)) • θ))
      (NormedSpace.exp ((I * (t : ℂ)) • θ) * (I • θ)) t := by
    have h := hasDerivAt_exp_smul_const (I • θ) t
    simp only [e] at h
    exact h
  have h2 : HasDerivAt (fun u : ℝ => NormedSpace.exp (-((I * (u : ℂ)) • θ)))
      (-(I • θ) * NormedSpace.exp (-((I * (t : ℂ)) • θ))) t := by
    have h := hasDerivAt_exp_smul_const' (-(I • θ)) t
    simp only [smul_neg, e] at h
    exact h
  -- product rule, keeping the order of the factors
  have h : HasDerivAt (gaugeTwist θ V) _ t := (h1.mul_const V).mul h2
  refine h.congr_deriv ?_
  have hc : I • (θ * V - V * θ) = (I • θ) * V - V * (I • θ) := by
    rw [smul_sub, smul_mul_assoc, mul_smul_comm]
  rw [hc]
  exact alg _ _ _
```

`HasDerivAt f f' t` says that f is differentiable at t with derivative f'. Here the derivative of the dressed potential is the dressed commutator. By hand,

d/dt exp(itθ) = exp(itθ) iθ,
d/dt exp(−itθ) = −iθ exp(−itθ),

and the product rule gives

exp(itθ) (iθ V − V iθ) exp(−itθ) = exp(itθ) i[θ, V] exp(−itθ).

The statements `h1` and `h2` are the two exponential derivatives, each written with θ on the side facing V. The identity `alg` then collects the two terms without changing the order of any factors.

```lean
/-- For `c ≠ 0` and `2c θ_R = r · (R × B)` at every site, the derivative at `t = 0` of `∑ exp(i t
θ_R) V_R exp(-i t θ_R)` is `(1/2c) ∑ B · (R × v_R)`. -/
theorem gipaw_first_order {c : ℝ} (hc : c ≠ 0) (s : Finset ι) (pos : ι → Fin 3 → ℝ)
    (r : Fin 3 → Matrix n n ℂ) (V θ : ι → Matrix n n ℂ) (B : Fin 3 → ℝ)
    (hθ : ∀ R ∈ s, (2 * c) • θ R = dotOp (pos R ⨯₃ B) r) :
    HasDerivAt (fun t : ℝ => ∑ R ∈ s, gaugeTwist (θ R) (V R) t)
      (magneticTerm c s pos r V B) 0 := by
  have h := HasDerivAt.fun_sum (u := s)
    (fun R _ => hasDerivAt_gaugeTwist (θ R) (V R) 0)
  refine h.congr_deriv ?_
  rw [magneticTerm, Finset.smul_sum]
  refine Finset.sum_congr rfl fun R hR => ?_
  -- at zero field the phases are trivial
  have h0 : ∀ W : Matrix n n ℂ, gaugeTwist (θ R) W 0 = W := by
    intro W
    simp [gaugeTwist, NormedSpace.exp_zero]
  rw [h0]
  exact commutator_gauge hc (pos R) B r (V R) (θ R) (hθ R hR)

end

end GIPAWShielding
```

The hypothesis `hθ` requires 2cθ_R = (R × B)·r at every site in `s`. The conclusion is that Σ_R exp(itθ_R) V_R exp(−itθ_R) has derivative `magneticTerm c s pos r V B` at t = 0. The calculation combines the previous results:

d/dt Σ_R exp(itθ_R) V_R exp(−itθ_R) at t = 0
= Σ_R i[θ_R, V_R]
= (1/2c) Σ_R B·(R × v_R).

`HasDerivAt.fun_sum` differentiates the finite sum site by site. The step `h0` uses exp(0) = 1 to remove the phases at t = 0, and `commutator_gauge` supplies the last equality for each site.

The condition c ≠ 0 does real work. Set c = 0 and take a single site at R = 0 with θ = σ_x and V = σ_z. The generator relation becomes 0 = 0 and no longer constrains θ. The derivative is i[σ_x, σ_z] = 2σ_y, whereas the magnetic term vanishes because R = 0. The conclusion is then false.

In a GIPAW shielding calculation with norm-conserving pseudopotentials, this is the nonlocal-potential part of the first-order Hamiltonian, here for finite matrices and a uniform field. The kinetic term, the PAW reconstruction, the induced current and the shielding tensor itself are not treated, and neither are unbounded position operators. The finite dimension also affects how the phases and commutators are read: the exponential of a position matrix truncated to a basis generally differs from the truncated matrix of the exact phase, and the commutator of truncated matrices generally differs from the truncated matrix of the exact commutator.

```lean
#print axioms GIPAWShielding.magneticTerm_isHermitian
#print axioms GIPAWShielding.magneticTerm_shift
#print axioms GIPAWShielding.gipaw_first_order
```

```
'GIPAWShielding.magneticTerm_isHermitian' depends on axioms: [propext, Classical.choice, Quot.sound]
'GIPAWShielding.magneticTerm_shift' depends on axioms: [propext, Classical.choice, Quot.sound]
'GIPAWShielding.gipaw_first_order' depends on axioms: [propext, Classical.choice, Quot.sound]
```
